# The two-electron Hamiltonian of minimal-basis H₂ splits into a closed-shell and an open-shell block

A full configuration-interaction calculation on H₂ in a minimal basis can be written as the diagonalisation of a 4×4 matrix over spatial orbital products. For two orbitals of opposite parity, this takes one 2×2 diagonalisation for the doubly occupied configurations, and the two open-shell energies can be read off directly. The Lean file below builds the matrix from its integrals and proves the splitting.

## From six integrals to a 4×4 matrix

```lean
import Mathlib

open Matrix Polynomial

namespace MinimalBasisH2

noncomputable section
```

These lines load the mathematical library Mathlib and make its notation for matrices and polynomials available.

```lean
/-- The real orbital integrals of minimal-basis H2: one-electron energies `h1`, `h2`, Coulomb
integrals `J11`, `J22`, `J`, and the exchange integral `K`. -/
structure Integrals where
  h1 : ℝ
  h2 : ℝ
  J11 : ℝ
  J22 : ℝ
  J : ℝ
  K : ℝ
```

An object `I : Integrals` is a choice of six real numbers. With real orthonormal orbitals φ₁ (bonding) and φ₂ (antibonding), `h1` and `h2` are the expectation values of kinetic energy plus nuclear attraction. Electron repulsion, which Hartree-Fock orbital energies include, is not part of them. In charge-density notation the others are J11 = (11|11), J22 = (22|22), J = (11|22) and K = (12|12). The theorems hold for any real values, whether or not they come from actual orbitals; the last one assumes in addition that K is nonzero.

```lean
/-- The one-electron matrix, diagonal in the two molecular orbitals. -/
def oneBody (I : Integrals) : Matrix (Fin 2) (Fin 2) ℝ := !![I.h1, 0; 0, I.h2]
```

`Fin 2` is the index set {0, 1}; Lean's 0 stands for φ₁ and its 1 for φ₂. The off-diagonal elements vanish because the orbitals have opposite parity under inversion of the molecule.

```lean
/-- The Coulomb integrals between the charge densities of two orbitals. -/
def coulomb (I : Integrals) : Matrix (Fin 2) (Fin 2) ℝ := !![I.J11, I.J; I.J, I.J22]
```

This table collects the repulsion between the charge densities φ₁² and φ₂².

```lean
/-- The repulsion integral `(pq|rs)`, where `p, q` belong to electron 1 and `r, s` to
electron 2; integrals of odd parity vanish. -/
def repulsion (I : Integrals) (p q r s : Fin 2) : ℝ :=
  if p = q ∧ r = s then coulomb I p r else if p ≠ q ∧ r ≠ s then I.K else 0
```

The integral (pq|rs) is a Coulomb integral if both densities are diagonal, K if both are the overlap density φ₁φ₂, and zero if only one is. In the last case the integrand is odd. That all integrals of the second kind are equal relies on real orbitals. These symmetry properties are built into the definition, not derived from wavefunctions.

```lean
/-- The two-electron Hamiltonian in the basis of orbital products: the one-electron energy
of each electron plus their repulsion. -/
def hamiltonian (I : Integrals) : Matrix (Fin 2 × Fin 2) (Fin 2 × Fin 2) ℝ :=
  Matrix.of fun a b =>
    oneBody I a.1 b.1 * (if a.2 = b.2 then 1 else 0)
      + (if a.1 = b.1 then 1 else 0) * oneBody I a.2 b.2
      + repulsion I a.1 b.1 a.2 b.2
```

A pair such as `a = (i, j)` labels the product φᵢ(1)φⱼ(2). The definition reads

⟨ij|H|kl⟩ = hᵢₖ δⱼₗ + δᵢₖ hⱼₗ + (ik|jl).

Spin does not appear, and nuclear repulsion, which would shift every energy equally, is left out.

```lean
/-- The ordering of the orbital products: first the doubly occupied ones, 11 and 22, then
the open-shell ones, 12 and 21. -/
def config : Fin 2 ⊕ Fin 2 ≃ Fin 2 × Fin 2 where
  toFun := Sum.elim (fun i => (i, i)) (fun i => (i, i + 1))
  invFun p := if p.1 = p.2 then Sum.inl p.1 else Sum.inr p.1
  left_inv := by intro x; revert x; decide
  right_inv := by intro x; revert x; decide
```

`config` puts the products in the order 11, 22, 12, 21. The addition `i + 1` is modulo 2, so it selects the other orbital. The remaining fields give the inverse map and check it case by case.

```lean
/-- The block of the two doubly occupied configurations. -/
def closedBlock (I : Integrals) : Matrix (Fin 2) (Fin 2) ℝ :=
  !![2 * I.h1 + I.J11, I.K; I.K, 2 * I.h2 + I.J22]
```

This is the expected matrix for the configurations 11 and 22.

```lean
/-- The block of the two open-shell orbital products. -/
def openBlock (I : Integrals) : Matrix (Fin 2) (Fin 2) ℝ :=
  !![I.h1 + I.h2 + I.J, I.K; I.K, I.h1 + I.h2 + I.J]
```

This is the expected matrix for the products 12 and 21.

```lean
/-- The closed-shell energies for `s = -1` and `s = 1`: the mean of the two configuration energies
plus `s` times the root of the squared half-gap plus `K ^ 2`. -/
def closedEnergy (I : Integrals) (s : ℝ) : ℝ :=
  ((2 * I.h1 + I.J11) + (2 * I.h2 + I.J22)) / 2
    + s * √((((2 * I.h1 + I.J11) - (2 * I.h2 + I.J22)) / 2) ^ 2 + I.K ^ 2)
```

Write a = 2h1 + J11 and b = 2h2 + J22. Then `closedEnergy I s` is

E(s) = (a + b)/2 + s √(((a − b)/2)² + K²),

which is used only at s = −1 and s = 1.

```lean
/-- The open-shell spatial function `φ₁(1)φ₂(2) + s φ₂(1)φ₁(2)`, not normalised. -/
def openShell (s : ℝ) : Fin 2 × Fin 2 → ℝ :=
  fun p => if p = (0, 1) then 1 else if p = (1, 0) then s else 0
```

This is φ₁(1)φ₂(2) + s φ₂(1)φ₁(2) as a list of four amplitudes. For s = ±1 the normalised function carries a further factor 1/√2.

## Two blocks and four roots

```lean
/-- In the ordering 11, 22, 12, 21 the Hamiltonian is the direct sum of the closed-shell
and the open-shell block. -/
theorem hamiltonian_blocks (I : Integrals) :
    (hamiltonian I).submatrix config config
      = Matrix.fromBlocks (closedBlock I) 0 0 (openBlock I) := by
  ext a b
  rcases a with a | a <;> rcases b with b | b <;> fin_cases a <;> fin_cases b <;>
    simp [config, hamiltonian, oneBody, repulsion, coulomb, closedBlock, openBlock] <;> ring
```

The theorem says that the reordered Hamiltonian has the two blocks on its diagonal and zeros elsewhere. By hand, the diagonal elements are

⟨11|H|11⟩ = 2h1 + J11

⟨22|H|22⟩ = 2h2 + J22

⟨12|H|12⟩ = ⟨21|H|21⟩ = h1 + h2 + J.

Between 11 and 22, and between 12 and 21, both electrons change orbital. The one-electron terms vanish and the repulsion gives K. Between a closed-shell and an open-shell product exactly one electron changes orbital, so both the one-electron element and the repulsion integral vanish by parity.

Lean does the same: `ext` and the case splits produce the sixteen entries, `simp` inserts the definitions, and `ring` finishes the algebra.

```lean
/-- The characteristic polynomial of the Hamiltonian is the product of those of its two
blocks. -/
theorem charpoly_blocks (I : Integrals) :
    (hamiltonian I).charpoly = (closedBlock I).charpoly * (openBlock I).charpoly := by
  rw [← Matrix.charpoly_reindex config.symm (hamiltonian I), Matrix.reindex_apply,
    Equiv.symm_symm, hamiltonian_blocks, Matrix.charpoly_fromBlocks_zero₁₂]
```

Reordering a basis leaves the characteristic polynomial det(X − H) unchanged, and the determinant of a block-diagonal matrix is the product of the blocks' determinants. The `rw` line applies these two facts around the previous theorem.

```lean
/-- A real two-by-two matrix whose trace and determinant are the sum and product of `x`
and `y` has the characteristic polynomial with roots `x` and `y`. -/
theorem charpoly_of_trace_det (M : Matrix (Fin 2) (Fin 2) ℝ) (x y : ℝ)
    (ht : M.trace = x + y) (hd : M.det = x * y) :
    M.charpoly = (X - C x) * (X - C y) := by
  rw [Matrix.charpoly_fin_two, ht, hd, C_add, C_mul]
  ring
```

For a 2×2 matrix M,

det(X − M) = X² − (tr M) X + det M.

If tr M = x + y and det M = xy, this equals (X − x)(X − y). In Lean, `C x` is the number x regarded as a constant polynomial.

```lean
/-- The characteristic polynomial of the two-electron Hamiltonian splits into four linear
factors: two closed-shell energies and the open-shell energies `h1 + h2 + J ± K`. -/
theorem charpoly_hamiltonian (I : Integrals) :
    (hamiltonian I).charpoly
      = ((X - C (closedEnergy I (-1))) * (X - C (closedEnergy I 1)))
        * ((X - C (I.h1 + I.h2 + I.J + I.K)) * (X - C (I.h1 + I.h2 + I.J - I.K))) := by
  rw [charpoly_blocks]
  congr 1
  · apply charpoly_of_trace_det
    · rw [Matrix.trace_fin_two]
      simp only [closedBlock, closedEnergy, Matrix.of_apply, Matrix.cons_val', Matrix.cons_val_zero,
        Matrix.cons_val_one, Matrix.cons_val_fin_one]
      ring
    · -- the square root enters the product of the roots only through its square
      have hs := Real.sq_sqrt (show
        0 ≤ (((2 * I.h1 + I.J11) - (2 * I.h2 + I.J22)) / 2) ^ 2 + I.K ^ 2 by positivity)
      rw [closedBlock, Matrix.det_fin_two_of]
      unfold closedEnergy
      linear_combination hs
  · apply charpoly_of_trace_det
    · rw [Matrix.trace_fin_two]
      simp only [openBlock, Matrix.of_apply, Matrix.cons_val', Matrix.cons_val_zero,
        Matrix.cons_val_one, Matrix.cons_val_fin_one]
      ring
    · rw [openBlock, Matrix.det_fin_two_of]
      ring
```

It remains to check trace and determinant for each block. The two closed-shell energies add up to a + b, since the roots cancel. Their product is

((a + b)/2)² − ((a − b)/2)² − K² = ab − K²,

the determinant of the closed-shell block. Lean needs to know that the quantity under the root is non-negative, so that squaring the root returns it; this is `hs`.

For the open-shell block put A = h1 + h2 + J. The candidates A + K and A − K have sum 2A and product A² − K², as required.

## Exchange symmetry fixes the open-shell energies

```lean
/-- The open-shell function is nonzero for every real `s`; the symmetric one (`s = 1`) has energy
`h1 + h2 + J + K` and the antisymmetric one `h1 + h2 + J - K`. -/
theorem openShell_eigenvectors (I : Integrals) :
    (∀ s, openShell s ≠ 0) ∧
    hamiltonian I *ᵥ openShell 1 = (I.h1 + I.h2 + I.J + I.K) • openShell 1 ∧
    hamiltonian I *ᵥ openShell (-1) = (I.h1 + I.h2 + I.J - I.K) • openShell (-1) := by
  refine ⟨fun s h => ?_, ?_, ?_⟩
  · have h01 := congrFun h (0, 1)
    simp [openShell] at h01
  all_goals
    ext ⟨i, j⟩
    fin_cases i <;> fin_cases j <;>
      simp [Matrix.mulVec, dotProduct, Fintype.sum_prod_type, Fin.sum_univ_two, hamiltonian,
        oneBody, repulsion, coulomb, openShell] <;> ring
```

Here `*ᵥ` applies a matrix to a vector and `•` multiplies a vector by a number. Acting on the function with parameter s, the Hamiltonian gives amplitude A + sK on 12, K + sA on 21, and zero on 11 and 22. For s = 1 both open-shell amplitudes are A + K. For s = −1 they are A − K and −(A − K). The function is never zero, because its amplitude on 12 is 1.

```lean
/-- Every spatial function that changes sign when the electrons are exchanged satisfies the
eigenvalue equation with energy `h1 + h2 + J - K`. -/
theorem antisymmetric_energy (I : Integrals) (ψ : Fin 2 × Fin 2 → ℝ)
    (hψ : ∀ i j, ψ (j, i) = -ψ (i, j)) :
    hamiltonian I *ᵥ ψ = (I.h1 + I.h2 + I.J - I.K) • ψ := by
  -- antisymmetry removes double occupation and leaves one free amplitude
  have h00 : ψ (0, 0) = 0 := by linarith [hψ 0 0]
  have h11 : ψ (1, 1) = 0 := by linarith [hψ 1 1]
  have h10 : ψ (1, 0) = -ψ (0, 1) := hψ 0 1
  ext ⟨i, j⟩
  fin_cases i <;> fin_cases j <;>
    simp [Matrix.mulVec, dotProduct, Fintype.sum_prod_type, Fin.sum_univ_two, hamiltonian,
      oneBody, repulsion, coulomb, h00, h11, h10] <;> ring
```

Setting i = j in the hypothesis gives ψ(i, i) = −ψ(i, i), so double occupation disappears. The rest is a multiple of the antisymmetric function above, with energy A − K. With spin restored, an antisymmetric spatial function belongs to the triplet, and h1 + h2 + J − K is what the Slater-Condon rules give for two electrons of equal spin in φ₁ and φ₂.

## Mixing lowers the closed-shell energy

```lean
/-- If the exchange integral is nonzero, the lower closed-shell energy lies strictly below
the energy `2 h1 + J11` of the single configuration 11. -/
theorem closedEnergy_lt_single_configuration (I : Integrals) (hK : I.K ≠ 0) :
    closedEnergy I (-1) < 2 * I.h1 + I.J11 := by
  have hK2 : 0 < I.K ^ 2 := by positivity
  -- the root exceeds half the gap between the configurations
  have hroot : ((2 * I.h2 + I.J22) - (2 * I.h1 + I.J11)) / 2
      < √((((2 * I.h1 + I.J11) - (2 * I.h2 + I.J22)) / 2) ^ 2 + I.K ^ 2) := by
    apply Real.lt_sqrt_of_sq_lt
    linarith [show (((2 * I.h2 + I.J22) - (2 * I.h1 + I.J11)) / 2) ^ 2
      = (((2 * I.h1 + I.J11) - (2 * I.h2 + I.J22)) / 2) ^ 2 by ring]
  unfold closedEnergy
  linarith

end

end MinimalBasisH2
```

Since K² > 0,

(b − a)/2 < √(((a − b)/2)² + K²).

This is `hroot`. Subtracting the root from the mean therefore gives

E(−1) < (a + b)/2 − (b − a)/2 = a.

When 11 is the restricted Hartree-Fock configuration, the difference E(−1) − a is the correlation energy of the lower closed-shell state within this two-orbital basis.

```lean
#print axioms MinimalBasisH2.charpoly_hamiltonian
#print axioms MinimalBasisH2.openShell_eigenvectors
#print axioms MinimalBasisH2.antisymmetric_energy
#print axioms MinimalBasisH2.closedEnergy_lt_single_configuration
```

```
'MinimalBasisH2.charpoly_hamiltonian' depends on axioms: [propext, Classical.choice, Quot.sound]
'MinimalBasisH2.openShell_eigenvectors' depends on axioms: [propext, Classical.choice, Quot.sound]
'MinimalBasisH2.antisymmetric_energy' depends on axioms: [propext, Classical.choice, Quot.sound]
'MinimalBasisH2.closedEnergy_lt_single_configuration' depends on axioms: [propext, Classical.choice, Quot.sound]
```
